# At fermionic Matsubara frequencies, a free level's Green function has no occupation factor

A single non-interacting fermion level of energy $e$, measured from the chemical potential, in equilibrium at inverse temperature $b>0$, has a thermal Green function $G(t)$ in imaginary time $t$, defined here with the common overall minus sign and in units with $\hbar=1$. For every integer $k$, its Fourier integral at the frequency $w=(2k+1)\pi/b$ is

$$\int_0^b e^{iwt}\,G(t)\,dt=\frac{1}{iw-e}.$$

At fixed $e$, temperature enters the right-hand side only through the allowed values of $w$.

## One level exchanging particles with a bath

The level is empty or filled, and a filled level costs energy $e$, measured from the chemical potential. Let $a$ remove a particle and $c$ add one. With $H=e\,ca$ and $\hbar=k_B=1$, the Green function is

$$G(t)=-\frac{\operatorname{tr}\!\left(e^{-(b-t)H}\,a\,e^{-tH}\,c\right)}{\operatorname{tr}e^{-bH}} .$$

Read from right to left, the numerator adds a particle, lets the system evolve for imaginary time $t$, removes the particle, and evolves for the remaining $b-t$.

Textbooks usually write $\beta,\tau,\omega_n,\varepsilon$ for $b,t,w,e$. Many of them also use $c$ for the annihilator, whereas here $c$ is the creator. In a power such as $e^{-te}$, the base is Euler's number and the $e$ in the exponent is the level energy.

This function is the bare propagator of finite-temperature perturbation theory when the unperturbed system is this single level. Its exact transform can be used to test numerical transforms from imaginary time to Matsubara frequency.

## What is assumed about the matrices

The operators $a$ and $c$ are complex $d\times d$ matrices with $d>0$ and

$$a^2=0,\qquad ac+ca=1 .$$

The energy $e$ is real. Neither $c=a^\dagger$ nor $c^2=0$ is assumed, so the physical mode is a special case. The smallest possible size is $d=2$, where the physical mode is given by

$$a=\begin{pmatrix}0&1\\0&0\end{pmatrix},\qquad c=\begin{pmatrix}0&0\\1&0\end{pmatrix},$$

where the first basis vector is the empty state and the second the filled one. When $c=a^\dagger$, larger matrices describe the same mode with each of these two states repeated $d/2$ times.

## From the algebra to the Green function

**The exponential.** The number operator $ca$ is idempotent:

$$(ca)(ca)=c(ac)a=c(1-ca)a=ca-c^2a^2=ca .$$

All its positive powers therefore equal $ca$, and the exponential series gives, for complex $z$,

$$e^{z\,ca}=1+\sum_{m\ge1}\frac{z^m}{m!}\,ca=1+(e^z-1)\,ca .$$

Setting $z=-te$ yields $e^{-tH}=1+(e^{-te}-1)\,ca$.

**The partition function.** The trace of $ac+ca=1$ is $\operatorname{tr}(ac)+\operatorname{tr}(ca)=d$. The two terms are equal by cyclicity, so each is $d/2$. Hence

$$\operatorname{tr}e^{-bH}=d+(e^{-be}-1)\frac d2=\frac d2\,(1+e^{-be}),$$

which is positive.

**The numerator.** Since $(ca)a=0$, we have $e^{-(b-t)H}a=a$: once the particle is removed, the empty level has zero energy. On the other side,

$$a(ca)=(ac)a=(1-ca)a=a,$$

so $a\,e^{-tH}=a+(e^{-te}-1)a=e^{-te}a$. The numerator trace is then $e^{-te}\operatorname{tr}(ac)=e^{-te}d/2$. The factor $d/2$ cancels and

$$G(t)=-\frac{e^{-te}}{1+e^{-be}} .$$

## The Fourier integral at odd and even frequencies

For any real $w$ with $iw\ne e$,

$$\int_0^b e^{iwt}G(t)\,dt=-\frac{1}{1+e^{-be}}\int_0^b e^{(iw-e)t}\,dt=\frac{1-e^{iwb}e^{-be}}{(1+e^{-be})(iw-e)} .$$

At $w=(2k+1)\pi/b$ we have $e^{iwb}=e^{i\pi}e^{2\pi ik}=-1$. The numerator becomes $1+e^{-be}$ and cancels the thermal denominator, leaving $1/(iw-e)$. This is legitimate even for $e=0$: an odd integer is nonzero, so $w\neq0$, and $w$ is the imaginary part of $iw-e$.

At an even frequency $w=2k\pi/b$ the phase is $e^{iwb}=1$. For $e\ne0$ the result is

$$\frac{1-e^{-be}}{1+e^{-be}}\;\frac1{iw-e}=\frac{\tanh(be/2)}{iw-e},$$

so a thermal factor survives. The restriction on $e$ matters only at $k=0$: for $e=0$ and $w=0$ the integral is $-b/2$.

## The Fermi–Dirac occupation from the same algebra

Idempotence also gives $e^{-bH}ca=e^{-be}ca$. Taking the trace and dividing by the partition function yields the mean occupation

$$\frac{\operatorname{tr}(e^{-bH}ca)}{\operatorname{tr}e^{-bH}}=\frac{e^{-be}}{1+e^{-be}}=\frac1{e^{be}+1}.$$

This short consequence has no theorem of its own in the code below.

## How the Lean statement reads

The main theorem is `green_matsubara`. The finite type `ι` labels the basis states, and `Matrix ι ι ℂ` holds the operators. The condition `[Nonempty ι]` says $d>0$; it excludes the zero-dimensional case, where both matrix relations hold but the partition function vanishes. The hypotheses `haa` and `hac` are the two algebraic relations, and `hb` is $b>0$.

The definitions follow the physics:

- `hamiltonian e a c` is $e\,ca$.
- `gibbs e a c t` is $e^{-tH}$, with the matrix exponential given by its power series.
- `green e a c b t` is the trace ratio $G(t)$. It equals the time-ordered Green function for $0<t<b$; outside that interval it continues the same formula and is not the antiperiodic extension.
- `matsubara b k` is $(2k+1)\pi/b$, with `k` any integer, so negative frequencies are included.

In words, the theorem says that for all such matrices, every real `e`, every positive `b` and every integer `k`, the integral over $[0,b]$ equals $1/(iw-e)$ with $w$ equal to `matsubara b k`.

The step left to the reader is the passage from a system of many free levels to this one. There, one diagonalises the one-particle Hamiltonian and cancels the other levels' factors between numerator and partition function. Here $H$ contains one mode from the start, with no interaction.

## The Lean file

```lean
import Mathlib

open Matrix

namespace SingleModeGreenFunction

noncomputable section

variable {ι : Type*} [Fintype ι] [DecidableEq ι]

/-- The Hamiltonian `e c a` of a single mode with level energy `e`, annihilator `a` and
creator `c`. -/
def hamiltonian (e : ℝ) (a c : Matrix ι ι ℂ) : Matrix ι ι ℂ := (e : ℂ) • (c * a)

/-- The imaginary-time evolution operator `exp(-tH)`. -/
def gibbs (e : ℝ) (a c : Matrix ι ι ℂ) (t : ℝ) : Matrix ι ι ℂ :=
  NormedSpace.exp (-(t : ℂ) • hamiltonian e a c)

/-- The thermal Green function `-tr(exp(-(b-t)H) a exp(-tH) c) / tr exp(-bH)` at inverse
temperature `b`, for matrices with `tr exp(-bH)` nonzero. -/
def green (e : ℝ) (a c : Matrix ι ι ℂ) (b t : ℝ) : ℂ :=
  -trace (gibbs e a c (b - t) * a * gibbs e a c t * c) / trace (gibbs e a c b)

/-- The fermionic Matsubara frequency `(2k+1)π/b`, for nonzero `b`. -/
def matsubara (b : ℝ) (k : ℤ) : ℝ := (2 * k + 1) * Real.pi / b

/-- The exponential of a multiple of an idempotent matrix `p` is
`exp(z p) = 1 + (exp z - 1) p`. -/
theorem exp_smul_idempotent (z : ℂ) (p : Matrix ι ι ℂ) (hp : p * p = p) :
    NormedSpace.exp (z • p) = 1 + (Complex.exp z - 1) • p := by
  have hpow : ∀ k : ℕ, p ^ (k + 1) = p := by
    intro k
    induction k with
    | zero => simp
    | succ k ih => rw [pow_succ, ih, hp]
  -- the scalar exponential series times `p`, with the zeroth term corrected by `1 - p`
  have h1 := (NormedSpace.expSeries_div_hasSum_exp z).smul_const p
  rw [← Complex.exp_eq_exp_ℂ] at h1
  have h := (hasSum_ite_eq (0 : ℕ) (1 - p)).add h1
  have hs : HasSum (fun k : ℕ => ((k.factorial : ℂ)⁻¹) • (z • p) ^ k)
      (1 + (Complex.exp z - 1) • p) := by
    convert h using 1
    · funext k
      cases k with
      | zero => simp
      | succ k =>
        rw [smul_pow, hpow, smul_smul]
        simp [div_eq_inv_mul]
    · module
  exact (congrFun (NormedSpace.exp_eq_tsum ℂ) _).trans hs.tsum_eq

/-- If `a² = 0` and `ac + ca = 1`, then `exp(-tH) = 1 + (exp(-te) - 1) c a`. -/
theorem gibbs_eq (e t : ℝ) (a c : Matrix ι ι ℂ) (haa : a * a = 0)
    (hac : a * c + c * a = 1) :
    gibbs e a c t = 1 + (Complex.exp (-((t : ℂ) * e)) - 1) • (c * a) := by
  have hp : (c * a) * (c * a) = c * a := by
    calc (c * a) * (c * a) = c * (a * c + c * a) * a - c * c * (a * a) := by noncomm_ring
      _ = c * a := by rw [hac, haa, mul_one, mul_zero, sub_zero]
  rw [gibbs, hamiltonian, smul_smul, neg_mul, exp_smul_idempotent _ _ hp]

/-- If `ac + ca = 1`, the number operator `c a` has trace equal to half the dimension. -/
theorem trace_number (a c : Matrix ι ι ℂ) (hac : a * c + c * a = 1) :
    trace (c * a) = (Fintype.card ι : ℂ) / 2 := by
  have h := congrArg trace hac
  rw [trace_add, trace_mul_comm a c, trace_one] at h
  linear_combination h / 2

/-- If `a² = 0` and `ac + ca = 1` in dimension `d`, the partition function is
`(d/2)(1 + exp(-be))`. -/
theorem partition_function (e b : ℝ) (a c : Matrix ι ι ℂ) (haa : a * a = 0)
    (hac : a * c + c * a = 1) :
    trace (gibbs e a c b) =
      (Fintype.card ι : ℂ) / 2 * (1 + Complex.exp (-((b : ℂ) * e))) := by
  rw [gibbs_eq e b a c haa hac, trace_add, trace_smul, trace_one, trace_number a c hac,
    smul_eq_mul]
  ring

lemma one_add_exp_ne_zero (b e : ℝ) : 1 + Complex.exp (-((b : ℂ) * e)) ≠ 0 := by
  have h : 1 + Complex.exp (-((b : ℂ) * e)) = ((1 + Real.exp (-(b * e)) : ℝ) : ℂ) := by
    simp
  rw [h]
  exact Complex.ofReal_ne_zero.mpr (by positivity)

/-- In nonzero dimension, if `a² = 0` and `ac + ca = 1`, the Green function is
`G(t) = -exp(-te) / (1 + exp(-be))`. -/
theorem green_eq [Nonempty ι] (e b t : ℝ) (a c : Matrix ι ι ℂ) (haa : a * a = 0)
    (hac : a * c + c * a = 1) :
    green e a c b t =
      -Complex.exp (-((t : ℂ) * e)) / (1 + Complex.exp (-((b : ℂ) * e))) := by
  -- to the left of `a` the evolution is trivial
  have h1 : gibbs e a c (b - t) * a = a := by
    rw [gibbs_eq e _ a c haa hac, add_mul, one_mul, smul_mul_assoc, mul_assoc, haa,
      mul_zero, smul_zero, add_zero]
  have haca : a * (c * a) = a := by
    calc a * (c * a) = (a * c + c * a) * a - c * (a * a) := by noncomm_ring
      _ = a := by rw [hac, haa, one_mul, mul_zero, sub_zero]
  -- to the right of `a` it gives the factor `exp(-te)`
  have h2 : a * gibbs e a c t = Complex.exp (-((t : ℂ) * e)) • a := by
    rw [gibbs_eq e t a c haa hac, mul_add, mul_one, mul_smul_comm, haca]
    module
  have hN : (Fintype.card ι : ℂ) / 2 ≠ 0 :=
    div_ne_zero (Nat.cast_ne_zero.mpr Fintype.card_ne_zero) two_ne_zero
  have hD := one_add_exp_ne_zero b e
  rw [green, h1, h2, smul_mul_assoc, trace_smul, trace_mul_comm a c, trace_number a c hac,
    partition_function e b a c haa hac, smul_eq_mul, div_eq_div_iff (mul_ne_zero hN hD) hD]
  ring

/-- In nonzero dimension, if `a² = 0`, `ac + ca = 1` and `iw ≠ e`, the integral of
`exp(iwt) G(t)` from `0` to `b` is `(1 - exp(iwb) exp(-be)) / (1 + exp(-be)) / (iw - e)`. -/
theorem green_transform [Nonempty ι] (e b w : ℝ) (a c : Matrix ι ι ℂ) (haa : a * a = 0)
    (hac : a * c + c * a = 1) (hz : Complex.I * w - e ≠ 0) :
    ∫ t in (0 : ℝ)..b, Complex.exp (Complex.I * w * t) * green e a c b t =
      (1 - Complex.exp (Complex.I * w * b) * Complex.exp (-((b : ℂ) * e))) /
        (1 + Complex.exp (-((b : ℂ) * e))) / (Complex.I * w - e) := by
  have hsplit : ∀ t : ℝ, Complex.exp ((Complex.I * w - e) * t) =
      Complex.exp (Complex.I * w * t) * Complex.exp (-((t : ℂ) * e)) := by
    intro t
    rw [← Complex.exp_add]
    congr 1
    ring
  have hint : ∀ t : ℝ, Complex.exp (Complex.I * w * t) * green e a c b t =
      (-1 / (1 + Complex.exp (-((b : ℂ) * e)))) *
        Complex.exp ((Complex.I * w - e) * t) := by
    intro t
    rw [green_eq e b t a c haa hac, hsplit]
    ring
  simp only [hint]
  rw [intervalIntegral.integral_const_mul, integral_exp_mul_complex hz, hsplit b,
    Complex.ofReal_zero, mul_zero, Complex.exp_zero]
  ring

/-- In nonzero dimension, with `a² = 0`, `ac + ca = 1` and `b > 0`, the integral of `exp(iwt) G(t)`
from `0` to `b` at the fermionic Matsubara frequency `w = (2k+1)π/b` is `1/(iw - e)`. -/
theorem green_matsubara [Nonempty ι] (e b : ℝ) (hb : 0 < b) (k : ℤ) (a c : Matrix ι ι ℂ)
    (haa : a * a = 0) (hac : a * c + c * a = 1) :
    ∫ t in (0 : ℝ)..b, Complex.exp (Complex.I * matsubara b k * t) * green e a c b t =
      1 / (Complex.I * matsubara b k - e) := by
  have hk : (2 * (k : ℝ) + 1) ≠ 0 := by
    exact_mod_cast (by omega : 2 * k + 1 ≠ 0)
  have hw : matsubara b k ≠ 0 := div_ne_zero (mul_ne_zero hk Real.pi_ne_zero) hb.ne'
  have hz : Complex.I * matsubara b k - e ≠ 0 := by
    intro h
    have him := congrArg Complex.im h
    simp at him
    exact hw him
  -- at an odd frequency the phase `exp(iwt)` changes sign over the interval
  have hwb : matsubara b k * b = (2 * k + 1) * Real.pi := div_mul_cancel₀ _ hb.ne'
  have hc : (matsubara b k : ℂ) * b = (2 * k + 1) * Real.pi := by exact_mod_cast hwb
  have hexp : Complex.exp (Complex.I * matsubara b k * b) = -1 := by
    rw [show Complex.I * (matsubara b k : ℂ) * b =
        Real.pi * Complex.I + k * (2 * Real.pi * Complex.I) by
      linear_combination Complex.I * hc, Complex.exp_add, Complex.exp_pi_mul_I,
      Complex.exp_int_mul_two_pi_mul_I, mul_one]
  rw [green_transform e b _ a c haa hac hz, hexp, neg_one_mul, sub_neg_eq_add,
    div_self (one_add_exp_ne_zero b e)]

/-- In nonzero dimension, with `a² = 0`, `ac + ca = 1`, `b > 0` and `e ≠ 0`, the integral of
`exp(iwt) G(t)` from `0` to `b` at an even frequency `w = 2kπ/b` is `1/(iw - e)` times
`(1 - exp(-be)) / (1 + exp(-be))`. -/
theorem green_even_frequency [Nonempty ι] (e b : ℝ) (hb : 0 < b) (he : e ≠ 0) (k : ℤ)
    (a c : Matrix ι ι ℂ) (haa : a * a = 0) (hac : a * c + c * a = 1) (w : ℝ)
    (hw : w = 2 * k * Real.pi / b) :
    ∫ t in (0 : ℝ)..b, Complex.exp (Complex.I * w * t) * green e a c b t =
      (1 - Complex.exp (-((b : ℂ) * e))) / (1 + Complex.exp (-((b : ℂ) * e))) /
        (Complex.I * w - e) := by
  have hz : Complex.I * w - e ≠ 0 := by
    intro h
    have hre := congrArg Complex.re h
    simp at hre
    exact he hre
  have hwb : w * b = 2 * k * Real.pi := by rw [hw, div_mul_cancel₀ _ hb.ne']
  have hc : (w : ℂ) * b = 2 * k * Real.pi := by exact_mod_cast hwb
  have hexp : Complex.exp (Complex.I * w * b) = 1 := by
    rw [show Complex.I * (w : ℂ) * b = k * (2 * Real.pi * Complex.I) by
      linear_combination Complex.I * hc, Complex.exp_int_mul_two_pi_mul_I]
  rw [green_transform e b w a c haa hac hz, hexp, one_mul]

/-- The two-by-two matrices `a = !![0, 1; 0, 0]` and `c = !![0, 0; 1, 0]` satisfy `a² = 0` and
`ac + ca = 1`. -/
theorem car_witness :
    (!![0, 1; 0, 0] : Matrix (Fin 2) (Fin 2) ℂ) * !![0, 1; 0, 0] = 0 ∧
    (!![0, 1; 0, 0] : Matrix (Fin 2) (Fin 2) ℂ) * !![0, 0; 1, 0] +
      !![0, 0; 1, 0] * !![0, 1; 0, 0] = 1 := by
  constructor <;> ext i j <;> fin_cases i <;> fin_cases j <;>
    simp [Matrix.mul_apply, Fin.sum_univ_succ]

end

end SingleModeGreenFunction
```

```lean
#print axioms SingleModeGreenFunction.green_matsubara
#print axioms SingleModeGreenFunction.green_even_frequency
```

```
'SingleModeGreenFunction.green_matsubara' depends on axioms: [propext, Classical.choice, Quot.sound]
'SingleModeGreenFunction.green_even_frequency' depends on axioms: [propext, Classical.choice, Quot.sound]
```

## From the exponential series to the trace ratio

`exp_smul_idempotent` proves the exponential formula for any idempotent `p`. Induction shows that all positive powers equal `p`. The proof then multiplies the scalar exponential series by `p`. This gives the wrong zeroth term, `p` where the matrix series has the identity, so a series whose only nonzero term is `1 - p` is added. A case split on the summation index matches the result with the matrix series term by term.

`gibbs_eq` applies this to the number operator. Its `calc` block establishes idempotence: `noncomm_ring` rearranges the product without commuting matrices, and the hypotheses then simplify it.

`trace_number` takes the trace of the anticommutator and uses cyclicity, and `partition_function` combines it with `gibbs_eq`. The lemma `one_add_exp_ne_zero` rewrites $1+e^{-be}$ as a real number, where positivity is immediate.

In `green_eq`, the facts `h1` and `h2` are the two evolution rules, on the left and on the right of `a`. The latter uses `haca`, the identity $a(ca)=a$. After these rewrites, both sides are fractions with nonzero denominators, and cross-multiplication reduces the claim to an identity that `ring` closes.

## From the integral to the two kinds of frequency

`green_transform` covers every real frequency with $iw\ne e$. Its `hsplit` separates $e^{(iw-e)t}$ into two exponentials, and `hint` uses that to write the integrand as a constant times one exponential. Mathlib's `integral_exp_mul_complex` then evaluates the integral.

For `green_matsubara`, `omega` shows that $2k+1$ is nonzero, which gives $w\ne0$. Comparing imaginary parts then excludes $iw=e$. The fact `hexp` is the phase $e^{iwb}=-1$, obtained by splitting the exponent into $i\pi$ and an integer multiple of $2\pi i$. Substitution into the general transform makes numerator and thermal denominator equal.

`green_even_frequency` follows the same route with phase $1$. It excludes $iw=e$ by comparing real parts, which is where $e\ne0$ enters. Finally, `car_witness` checks entry by entry that the $2\times2$ matrices above satisfy both relations.
